# The rate of change of a Slater determinant under Thouless mixing is T₁ acting on it

Let each occupied orbital acquire an admixture of virtual orbitals with real amplitudes `s • t`, the sets of occupied and virtual orbitals being finite. The theorem `hasDerivAt_slater` states that the Slater determinant Φ(s) of these orbitals satisfies dΦ/ds = T₁Φ(s) at every real s, where T₁ is the singles cluster operator with amplitudes `t`. The mixed orbitals are in general not orthonormal, and Φ(s) is not renormalised as s varies. The proof expands the determinant over permutations, differentiates each term by the product rule, and matches the result with the sum over electrons that defines T₁.

As first written in Lean, the proof fails:

```lean
import Mathlib

open Matrix Finset

namespace HasDerivAtSlater

noncomputable section

variable {m n : Type*} [Fintype m] [Fintype n] [DecidableEq n]

/-- The Thouless orbitals `[1; t]`: each occupied orbital plus its admixture `t` of virtual
orbitals. Rows are labelled by occupied (`n`) and virtual (`m`) orbitals. -/
def thoulessOrbitals (t : Matrix m n ℝ) : Matrix (n ⊕ m) n ℝ := Matrix.fromRows 1 t

/-- The Slater determinant of the orbitals in the columns of `C`, with the prefactor `1/√n!` that
normalises it when these orbitals are orthonormal, as a function of the orbital labels `p i` of the
electrons. -/
def slater (C : Matrix (n ⊕ m) n ℝ) : (n → n ⊕ m) → ℝ := fun p =>
  (√((Fintype.card n).factorial : ℝ))⁻¹ * (C.submatrix p id).det

/-- The one-electron excitation operator, which sends occupied orbitals to virtual ones with
amplitudes `t`. -/
def excite (t : Matrix m n ℝ) : Matrix (n ⊕ m) (n ⊕ m) ℝ := Matrix.fromBlocks 0 0 t 0

/-- The singles cluster operator `T₁`: the sum over all electrons of the one-electron
excitation operator. -/
def singles (t : Matrix m n ℝ) : ((n → n ⊕ m) → ℝ) →L[ℝ] ((n → n ⊕ m) → ℝ) :=
  LinearMap.toContinuousLinearMap
    { toFun := fun ψ p => ∑ i, ∑ q, excite t (p i) q * ψ (Function.update p i q)
      map_add' := fun ψ χ => by
        ext p
        simp only [Pi.add_apply, mul_add, Finset.sum_add_distrib]
      map_smul' := fun c ψ => by
        ext p
        simp only [Pi.smul_apply, smul_eq_mul, RingHom.id_apply, Finset.mul_sum]
        exact Finset.sum_congr rfl fun i _ => Finset.sum_congr rfl fun q _ => by ring }

lemma det_rows (M : Matrix n n ℝ) :
    M.det = ∑ σ : Equiv.Perm n, ((Equiv.Perm.sign σ : ℤ) : ℝ) * ∏ i, M i (σ i) := by
  rw [← Matrix.det_transpose, Matrix.det_apply']
  rfl

/-- The determinant of the orbitals `[1; s t]` changes with `s` at the rate given by `T₁`
acting on it. -/
theorem hasDerivAt_slater (t : Matrix m n ℝ) (s : ℝ) :
    HasDerivAt (fun s : ℝ => slater (thoulessOrbitals (s • t)))
      (singles t (slater (thoulessOrbitals (s • t)))) s := by
  have hC : ∀ r j, HasDerivAt (fun s : ℝ => thoulessOrbitals (s • t) r j)
      (∑ q, excite t r q * thoulessOrbitals (s • t) q j) s := by
    rintro (k | a) j
    · refine (hasDerivAt_const s ((1 : Matrix n n ℝ) k j)).congr_deriv ?_
      simp [excite, Fintype.sum_sum_type]
    · refine ((hasDerivAt_id' s).mul_const (t a j)).congr_deriv ?_
      simp [excite, thoulessOrbitals, Fintype.sum_sum_type, Matrix.one_apply]
  refine hasDerivAt_pi.2 fun p => ?_
  -- product rule in every term of the determinant
  have hd := (HasDerivAt.fun_sum (u := Finset.univ) fun (σ : Equiv.Perm n) _ =>
    (HasDerivAt.fun_finset_prod (u := Finset.univ) fun i _ => hC (p i) (σ i)).const_mul
      ((Equiv.Perm.sign σ : ℤ) : ℝ)).const_mul (√((Fintype.card n).factorial : ℝ))⁻¹
  have hprod : ∀ (σ : Equiv.Perm n) (i : n) (q : n ⊕ m),
      ∏ j, thoulessOrbitals (s • t) (Function.update p i q j) (σ j)
        = thoulessOrbitals (s • t) q (σ i) *
          ∏ j ∈ Finset.univ.erase i, thoulessOrbitals (s • t) (p j) (σ j) := by
    intro σ i q
    rw [← Finset.mul_prod_erase Finset.univ _ (Finset.mem_univ i), Function.update_self]
    congr 1
    refine Finset.prod_congr rfl fun j hj => ?_
    rw [Function.update_of_ne (Finset.ne_of_mem_erase hj)]
  simp only [slater, det_rows, Matrix.submatrix_apply, id_eq]
  refine hd.congr_deriv ?_
  change _ = ∑ i, ∑ q, excite t (p i) q * ((√((Fintype.card n).factorial : ℝ))⁻¹ *
    ∑ σ : Equiv.Perm n, ((Equiv.Perm.sign σ : ℤ) : ℝ) *
      ∏ j, thoulessOrbitals (s • t) (Function.update p i q j) (σ j))
  simp_rw [hprod, smul_eq_mul, Finset.mul_sum]
  rw [Finset.sum_comm]
  refine Finset.sum_congr rfl fun i _ => ?_
  rw [Finset.sum_comm]
  exact Finset.sum_congr rfl fun q _ => Finset.sum_congr rfl fun σ _ => by ring

end

end HasDerivAtSlater
```

Messages:

```
Main.lean:58:5: warning: `HasDerivAt.fun_finset_prod` has been deprecated: Use `HasDerivAt.fun_finsetProd` instead
Main.lean:71:2: error: 'change' tactic failed, pattern
  ?m.327 =
    ∑ i,
      ∑ q,
        excite t (p i) q *
          ((√↑(Fintype.card n).factorial)⁻¹ *
            ∑ σ, ↑↑(Equiv.Perm.sign σ) * ∏ j, thoulessOrbitals (s • t) (Function.update p i q j) (σ j))
is not definitionally equal to target
  (√↑(Fintype.card n).factorial)⁻¹ *
      ∑ i,
        ↑↑(Equiv.Perm.sign i) *
          ∑ i_1,
            (∏ j ∈ univ.erase i_1, thoulessOrbitals (s • t) (p j) (i j)) •
              ∑ q, excite t (p i_1) q * thoulessOrbitals (s • t) q (i i_1) =
    (singles t) (slater (thoulessOrbitals (s • t))) p
```

The mended proof, as a diff:

```diff
@@ -56,5 +56,5 @@
   -- product rule in every term of the determinant
   have hd := (HasDerivAt.fun_sum (u := Finset.univ) fun (σ : Equiv.Perm n) _ =>
-    (HasDerivAt.fun_finset_prod (u := Finset.univ) fun i _ => hC (p i) (σ i)).const_mul
+    (HasDerivAt.fun_finsetProd (u := Finset.univ) fun i _ => hC (p i) (σ i)).const_mul
       ((Equiv.Perm.sign σ : ℤ) : ℝ)).const_mul (√((Fintype.card n).factorial : ℝ))⁻¹
   have hprod : ∀ (σ : Equiv.Perm n) (i : n) (q : n ⊕ m),
@@ -69,7 +69,7 @@
   simp only [slater, det_rows, Matrix.submatrix_apply, id_eq]
   refine hd.congr_deriv ?_
-  change _ = ∑ i, ∑ q, excite t (p i) q * ((√((Fintype.card n).factorial : ℝ))⁻¹ *
-    ∑ σ : Equiv.Perm n, ((Equiv.Perm.sign σ : ℤ) : ℝ) *
-      ∏ j, thoulessOrbitals (s • t) (Function.update p i q j) (σ j))
+  change _ = ∑ i, ∑ q, excite t (p i) q *
+    slater (thoulessOrbitals (s • t)) (Function.update p i q)
+  simp only [slater, det_rows, Matrix.submatrix_apply, id_eq]
   simp_rw [hprod, smul_eq_mul, Finset.mul_sum]
   rw [Finset.sum_comm]
```

The error is at `change`, which can restate a goal only in a definitionally equal form. The right-hand side of the goal still contains `slater (thoulessOrbitals (s • t))`: the earlier `simp only` did not unfold it there, because it is not applied directly to a labelling `p`. The `change` tries to unfold `singles` and expand the determinant in one step. But Mathlib's determinant unfolds to products of `M (σ i) i`, whereas the requested sum has `M i (σ i)`. The two sums are equal by `det_rows`, whose proof uses the invariance of the determinant under transposition, and unfolding definitions does not supply that theorem.

In the repair, `change` only writes out the action of `singles` and leaves `slater` in place, which is true by definition. Now `slater` is applied to `Function.update p i q`, so the added `simp only` can unfold it and rewrite the determinant with `det_rows`. This gives the products that `hprod` expects.

Replacing `HasDerivAt.fun_finset_prod` by `HasDerivAt.fun_finsetProd` is mere tidying, which removes the deprecation warning.
